# Exciting the stiffer of two weakly coupled oscillators can turn their dispersion shift from negative to positive

## Two neutral atoms, one of them excited

Two noble-gas atoms in their ground states attract each other at long range, because their fluctuating dipoles are correlated and this lowers the energy. If one of the atoms is excited, does the interaction remain attractive?

A simple model replaces each atom by one charge on a spring. Let the two oscillators have unit mass, frequencies $w > v > 0$ and displacements $x_1, x_2$, and let the dipole interaction couple them bilinearly with strength $g$. The potential energy is

$$V = \tfrac12 w^2 x_1^2 + \tfrac12 v^2 x_2^2 + g\,x_1x_2 .$$

For dipoles at distance $R$ the coupling is proportional to $R^{-3}$, so an energy shift proportional to $g^2$ falls off as $R^{-6}$. A negative coefficient of $g^2$ then means attraction and a positive one means repulsion.

With $n$ quanta in the mode that grows out of the stiffer oscillator and $m$ in the other, that coefficient is, for $\hbar = 1$,

$$C_{nm} = \frac{1}{4(w^2-v^2)}\left(\frac{2n+1}{w}-\frac{2m+1}{v}\right).$$

## Normal modes and their frequencies

The stiffness matrix is $\begin{pmatrix} w^2 & g\\ g & v^2\end{pmatrix}$, and the squared mode frequencies solve

$$(x-w^2)(x-v^2)-g^2=0 .$$

Write $D = w^2-v^2 > 0$ and $s=\sqrt{D^2+4g^2}$. The roots are

$$W_\pm^2=\frac{w^2+v^2\pm s}{2}.$$

The lower root is positive when $s<w^2+v^2$. Squaring gives $D^2+4g^2<(w^2+v^2)^2$, which is $g^2<w^2v^2$. Within this range both modes are stable, and the level with $n$ and $m$ quanta has energy $(n+\tfrac12)W_+ + (m+\tfrac12)W_-$.

## Frequency shifts at second order in the coupling

From $s^2-D^2=4g^2$ we get $s-D=4g^2/(s+D)$. Therefore

$$W_+^2-w^2=\frac{s-D}{2}=\frac{2g^2}{s+D},\qquad W_-^2-v^2=-\frac{s-D}{2}=-\frac{2g^2}{s+D}.$$

Dividing by $W_++w$ and $W_-+v$ respectively,

$$\frac{W_+-w}{g^2}=\frac{2}{(s+D)(W_++w)},\qquad \frac{W_--v}{g^2}=\frac{-2}{(s+D)(W_-+v)} .$$

As $g\to0$ we have $s\to D$, $W_+\to w$ and $W_-\to v$, so the limits are $1/(2wD)$ and $-1/(2vD)$. The coupling pushes the upper frequency up and the lower one down.

The level shift is measured from the uncoupled energy $(n+\tfrac12)w+(m+\tfrac12)v$. Divided by $g^2$, it tends to

$$\frac{n+\frac12}{2wD}-\frac{m+\frac12}{2vD}=C_{nm}.$$

For the ground state,

$$C_{00}=\frac{1}{4D}\cdot\frac{v-w}{wv}=-\frac{1}{4wv(w+v)}<0 .$$

This is London attraction for one coordinate per atom. London's formula for isotropic atoms also sums over three directions and expresses the result through polarisabilities and $R^{-6}$.

The sign of $C_{nm}$ is that of $(2n+1)v-(2m+1)w$. For fixed $m$ it becomes positive once $n$ is large enough. For $n=0$ it is negative for every $m$, so exciting only the softer oscillator keeps the attraction.

## One quantum in the stiffer oscillator

Put one quantum in the stiffer oscillator and none in the softer. Then $C_{10}$ is positive exactly when $w<3v$. For $w=2$ and $v=1$ the ground state has $C_{00}=-1/24$, and the single quantum reverses it to $C_{10}=+1/24$. For $w=4$ and $v=1$ one quantum is too few, since $C_{10}=-1/240$, while two give $C_{20}=+1/240$.

## What the Lean theorems say

The real numbers `w`, `v` and `g` are the two frequencies and the coupling, and the natural numbers `n` and `m` are the quanta in the upper and lower mode. `upperMode` and `lowerMode` are $W_+$ and $W_-$. The name `gap` stands for $s$, a difference of squared frequencies and not an energy gap.

`secular_determinant` states that for $g^2\le w^2v^2$ the characteristic determinant equals $(x-W_+^2)(x-W_-^2)$ for every real $x$. This ties the explicit square roots to the matrix `stiffness`. `modes_pos_and_ordered` adds that $0<W_-<W_+$ when $0<v<w$ and $g^2<w^2v^2$.

The main theorem, `dispersion_coefficient`, assumes `0 < v` and `v < w` and states that `levelShift w v n m g / g ^ 2` tends to $C_{nm}$. The filter `𝓝[≠] 0` means that $g$ approaches zero through nonzero values of either sign. `ground_state_london` is the case $n=m=0$.

`sign_of_dispersion` turns the limit into a statement about the shift itself: for all sufficiently small nonzero $g$ it is positive if $(2m+1)w<(2n+1)v$ and negative if the inequality is reversed. In the case of equality $C_{nm}=0$, and the theorem makes no statement. `repulsive_when_highly_excited` says that for each $m$ there is an $N$ such that every $n\ge N$ gives a positive shift at weak coupling. The statement allows the range of couplings to depend on $n$, but a range that works for $n=N$ also works for every larger $n$, because $W_+>w$ for $g\neq0$.

The oscillator spectrum enters through the definition `levelEnergy`; no Hamiltonian operator is diagonalised. For $g^2\ge w^2v^2$ the lower mode has no bound levels and Lean's square root returns zero for it, so `levelEnergy` has no physical meaning there, but the limits involve only small $g$. Equal frequencies are excluded: for $w=v$ and $n\ne m$ the shift is of first order in $|g|$, and its quotient by $g^2$ has no finite limit. For $w=v$ and $n=m$, which includes two identical atoms in their ground states, the limit exists and equals $-(2n+1)/(8w^3)$, but the theorems do not cover this case.

The step from this model to real atoms is the replacement of each atom by a single harmonic dipole with $g\propto R^{-3}$. A real excited atom has several transitions of different strengths, so the condition $w<3v$ need not carry over to it. With that replacement, the result is the two-oscillator, one-dimensional case of the coupled-dipole picture used in Drude-type dispersion models, extended to excited levels.

```lean
import Mathlib

open Filter Topology

namespace ExcitedStateDispersion

noncomputable section

/-- The stiffness matrix of two unit-mass oscillators with frequencies `w` and `v`
and bilinear coupling `g`. -/
def stiffness (w v g : ℝ) : Matrix (Fin 2) (Fin 2) ℝ := !![w ^ 2, g; g, v ^ 2]

/-- The splitting between the two eigenvalues of the stiffness matrix. -/
def gap (w v g : ℝ) : ℝ := √((w ^ 2 - v ^ 2) ^ 2 + 4 * g ^ 2)

/-- The frequency of the upper normal mode. -/
def upperMode (w v g : ℝ) : ℝ := √((w ^ 2 + v ^ 2 + gap w v g) / 2)

/-- The frequency of the lower normal mode, for couplings with `g² ≤ w² v²`. -/
def lowerMode (w v g : ℝ) : ℝ := √((w ^ 2 + v ^ 2 - gap w v g) / 2)

/-- The energy, with `ħ = 1`, of `n` quanta in the upper and `m` quanta in the lower mode, for
couplings with `g² < w² v²`. -/
def levelEnergy (w v : ℝ) (n m : ℕ) (g : ℝ) : ℝ :=
  (n + 1 / 2) * upperMode w v g + (m + 1 / 2) * lowerMode w v g

/-- The level energy minus the energy of the uncoupled oscillators with the same quanta. -/
def levelShift (w v : ℝ) (n m : ℕ) (g : ℝ) : ℝ :=
  levelEnergy w v n m g - ((n + 1 / 2) * w + (m + 1 / 2) * v)

variable {w v g : ℝ}

/-- The squared upper frequency is the larger root formula of the secular equation. -/
theorem upperMode_sq (w v g : ℝ) :
    upperMode w v g ^ 2 = (w ^ 2 + v ^ 2 + gap w v g) / 2 := by
  have hs : 0 ≤ gap w v g := Real.sqrt_nonneg _
  exact Real.sq_sqrt (by linarith [sq_nonneg w, sq_nonneg v])

/-- If `g² ≤ w² v²`, the squared lower frequency is the smaller root formula of the
secular equation. -/
theorem lowerMode_sq (hg : g ^ 2 ≤ w ^ 2 * v ^ 2) :
    lowerMode w v g ^ 2 = (w ^ 2 + v ^ 2 - gap w v g) / 2 := by
  have hs : gap w v g ≤ w ^ 2 + v ^ 2 :=
    Real.sqrt_le_iff.2 ⟨by positivity, by nlinarith⟩
  exact Real.sq_sqrt (by linarith)

/-- If `g² ≤ w² v²`, the squared mode frequencies are exactly the roots of the characteristic
determinant of the stiffness matrix. -/
theorem secular_determinant (hg : g ^ 2 ≤ w ^ 2 * v ^ 2) (x : ℝ) :
    (x • (1 : Matrix (Fin 2) (Fin 2) ℝ) - stiffness w v g).det =
      (x - upperMode w v g ^ 2) * (x - lowerMode w v g ^ 2) := by
  have hs : gap w v g ^ 2 = (w ^ 2 - v ^ 2) ^ 2 + 4 * g ^ 2 :=
    Real.sq_sqrt (by positivity)
  rw [upperMode_sq, lowerMode_sq hg, Matrix.det_fin_two]
  simp [stiffness]
  linear_combination (1 / 4) * hs

/-- For `0 < v < w` and `g² < w² v²`, both mode frequencies are positive and the upper one
is strictly larger. -/
theorem modes_pos_and_ordered (hv : 0 < v) (hvw : v < w) (hg : g ^ 2 < w ^ 2 * v ^ 2) :
    0 < lowerMode w v g ∧ lowerMode w v g < upperMode w v g := by
  have hd : 0 < w ^ 2 - v ^ 2 := by nlinarith
  have hs : 0 < gap w v g :=
    Real.sqrt_pos.2 (by linarith [pow_pos hd 2, sq_nonneg g])
  have hlt : gap w v g < w ^ 2 + v ^ 2 :=
    (Real.sqrt_lt' (by positivity)).2 (by nlinarith)
  exact ⟨Real.sqrt_pos.2 (by linarith), Real.sqrt_lt_sqrt (by linarith) (by linarith)⟩

/-- For `0 < v < w`, the upper frequency rises by `g² / (2 w (w² - v²))` to leading order. -/
theorem upperMode_shift (hv : 0 < v) (hvw : v < w) :
    Tendsto (fun g => (upperMode w v g - w) / g ^ 2) (𝓝[≠] 0)
      (𝓝 (1 / (2 * w * (w ^ 2 - v ^ 2)))) := by
  have hw : 0 < w := hv.trans hvw
  have hd : 0 < w ^ 2 - v ^ 2 := by nlinarith
  have h0 : gap w v 0 = w ^ 2 - v ^ 2 := by
    rw [gap, show (w ^ 2 - v ^ 2) ^ 2 + 4 * (0 : ℝ) ^ 2 = (w ^ 2 - v ^ 2) ^ 2 by ring,
      Real.sqrt_sq hd.le]
  have h1 : upperMode w v 0 = w := by
    rw [upperMode, h0, show (w ^ 2 + v ^ 2 + (w ^ 2 - v ^ 2)) / 2 = w ^ 2 by ring,
      Real.sqrt_sq hw.le]
  have hpos : ∀ g, 0 < (gap w v g + (w ^ 2 - v ^ 2)) * (upperMode w v g + w) := fun g =>
    mul_pos (add_pos_of_nonneg_of_pos (Real.sqrt_nonneg _) hd)
      (add_pos_of_nonneg_of_pos (Real.sqrt_nonneg _) hw)
  -- the rationalised quotient is continuous at zero coupling
  have hc : Continuous fun g =>
      2 / ((gap w v g + (w ^ 2 - v ^ 2)) * (upperMode w v g + w)) := by
    refine Continuous.div continuous_const ?_ (fun g => (hpos g).ne')
    unfold upperMode gap
    fun_prop
  have hval : 2 / ((gap w v 0 + (w ^ 2 - v ^ 2)) * (upperMode w v 0 + w)) =
      1 / (2 * w * (w ^ 2 - v ^ 2)) := by
    rw [div_eq_div_iff (hpos 0).ne' (mul_pos (mul_pos two_pos hw) hd).ne', h0, h1]
    ring
  rw [← hval]
  refine ((hc.tendsto 0).mono_left nhdsWithin_le_nhds).congr' ?_
  filter_upwards [self_mem_nhdsWithin] with g hg
  have hg0 : g ≠ 0 := hg
  have hs : gap w v g ^ 2 = (w ^ 2 - v ^ 2) ^ 2 + 4 * g ^ 2 :=
    Real.sq_sqrt (by positivity)
  rw [div_eq_div_iff (hpos g).ne' (pow_ne_zero 2 hg0)]
  linear_combination (-(gap w v g + (w ^ 2 - v ^ 2))) * upperMode_sq w v g - (1 / 2) * hs

/-- For `0 < v < w`, the lower frequency falls by `g² / (2 v (w² - v²))` to leading order. -/
theorem lowerMode_shift (hv : 0 < v) (hvw : v < w) :
    Tendsto (fun g => (lowerMode w v g - v) / g ^ 2) (𝓝[≠] 0)
      (𝓝 (-1 / (2 * v * (w ^ 2 - v ^ 2)))) := by
  have hw : 0 < w := hv.trans hvw
  have hd : 0 < w ^ 2 - v ^ 2 := by nlinarith
  have h0 : gap w v 0 = w ^ 2 - v ^ 2 := by
    rw [gap, show (w ^ 2 - v ^ 2) ^ 2 + 4 * (0 : ℝ) ^ 2 = (w ^ 2 - v ^ 2) ^ 2 by ring,
      Real.sqrt_sq hd.le]
  have h1 : lowerMode w v 0 = v := by
    rw [lowerMode, h0, show (w ^ 2 + v ^ 2 - (w ^ 2 - v ^ 2)) / 2 = v ^ 2 by ring,
      Real.sqrt_sq hv.le]
  have hpos : ∀ g, 0 < (gap w v g + (w ^ 2 - v ^ 2)) * (lowerMode w v g + v) := fun g =>
    mul_pos (add_pos_of_nonneg_of_pos (Real.sqrt_nonneg _) hd)
      (add_pos_of_nonneg_of_pos (Real.sqrt_nonneg _) hv)
  have hc : Continuous fun g =>
      -2 / ((gap w v g + (w ^ 2 - v ^ 2)) * (lowerMode w v g + v)) := by
    refine Continuous.div continuous_const ?_ (fun g => (hpos g).ne')
    unfold lowerMode gap
    fun_prop
  have hval : -2 / ((gap w v 0 + (w ^ 2 - v ^ 2)) * (lowerMode w v 0 + v)) =
      -1 / (2 * v * (w ^ 2 - v ^ 2)) := by
    rw [div_eq_div_iff (hpos 0).ne' (mul_pos (mul_pos two_pos hv) hd).ne', h0, h1]
    ring
  -- small couplings keep the lower mode stable
  have hz : (0 : ℝ) ^ 2 < w ^ 2 * v ^ 2 := by
    rw [zero_pow two_ne_zero]
    positivity
  have hE : {g : ℝ | g ^ 2 < w ^ 2 * v ^ 2} ∈ 𝓝 (0 : ℝ) :=
    (isOpen_lt (by fun_prop) (by fun_prop)).mem_nhds hz
  rw [← hval]
  refine ((hc.tendsto 0).mono_left nhdsWithin_le_nhds).congr' ?_
  filter_upwards [self_mem_nhdsWithin, mem_nhdsWithin_of_mem_nhds hE] with g hg hgs
  have hg0 : g ≠ 0 := hg
  have hst : g ^ 2 < w ^ 2 * v ^ 2 := hgs
  have hs : gap w v g ^ 2 = (w ^ 2 - v ^ 2) ^ 2 + 4 * g ^ 2 :=
    Real.sq_sqrt (by positivity)
  rw [div_eq_div_iff (hpos g).ne' (pow_ne_zero 2 hg0)]
  linear_combination (-(gap w v g + (w ^ 2 - v ^ 2))) * lowerMode_sq hst.le + (1 / 2) * hs

/-- For `0 < v < w`, the shift of the level with `n` and `m` quanta, divided by `g²`, tends to
`((2n+1)/w - (2m+1)/v) / (4 (w² - v²))` as the coupling vanishes. -/
theorem dispersion_coefficient (hv : 0 < v) (hvw : v < w) (n m : ℕ) :
    Tendsto (fun g => levelShift w v n m g / g ^ 2) (𝓝[≠] 0)
      (𝓝 (((2 * n + 1) / w - (2 * m + 1) / v) / (4 * (w ^ 2 - v ^ 2)))) := by
  have h := ((upperMode_shift hv hvw).const_mul ((n : ℝ) + 1 / 2)).add
    ((lowerMode_shift hv hvw).const_mul ((m : ℝ) + 1 / 2))
  have hval : ((n : ℝ) + 1 / 2) * (1 / (2 * w * (w ^ 2 - v ^ 2))) +
      ((m : ℝ) + 1 / 2) * (-1 / (2 * v * (w ^ 2 - v ^ 2))) =
      ((2 * n + 1) / w - (2 * m + 1) / v) / (4 * (w ^ 2 - v ^ 2)) := by
    generalize w ^ 2 - v ^ 2 = D
    ring
  rw [hval] at h
  refine h.congr (fun g => ?_)
  simp only [levelShift, levelEnergy]
  ring

/-- For `0 < v < w`, the ground-state shift divided by `g²` tends to the negative value
`-1 / (4 w v (w + v))` as the coupling vanishes. -/
theorem ground_state_london (hv : 0 < v) (hvw : v < w) :
    Tendsto (fun g => levelShift w v 0 0 g / g ^ 2) (𝓝[≠] 0)
      (𝓝 (-1 / (4 * w * v * (w + v)))) := by
  have hw : 0 < w := hv.trans hvw
  have hd : 0 < w ^ 2 - v ^ 2 := by nlinarith
  have hval : -1 / (4 * w * v * (w + v)) =
      ((2 * ((0 : ℕ) : ℝ) + 1) / w - (2 * ((0 : ℕ) : ℝ) + 1) / v) /
        (4 * (w ^ 2 - v ^ 2)) := by
    rw [Nat.cast_zero, div_sub_div _ _ hw.ne' hv.ne', div_div,
      div_eq_div_iff (by positivity)
        (mul_pos (mul_pos hw hv) (mul_pos four_pos hd)).ne']
    ring
  rw [hval]
  exact dispersion_coefficient hv hvw 0 0

/-- For `0 < v < w` and all sufficiently small nonzero couplings, the level is raised if
`(2m+1) w < (2n+1) v` and lowered if `(2n+1) v < (2m+1) w`. -/
theorem sign_of_dispersion (hv : 0 < v) (hvw : v < w) (n m : ℕ) :
    ((2 * m + 1) * w < (2 * n + 1) * v → ∀ᶠ g in 𝓝[≠] 0, 0 < levelShift w v n m g) ∧
    ((2 * n + 1) * v < (2 * m + 1) * w → ∀ᶠ g in 𝓝[≠] 0, levelShift w v n m g < 0) := by
  have hw : 0 < w := hv.trans hvw
  have hd : 0 < 4 * (w ^ 2 - v ^ 2) := by nlinarith
  have hlim := dispersion_coefficient hv hvw n m
  constructor
  · intro h
    have hL := div_pos (sub_pos.2 ((div_lt_div_iff₀ hv hw).2 h)) hd
    filter_upwards [hlim.eventually (lt_mem_nhds hL), self_mem_nhdsWithin] with g h1 hg
    have hg0 : g ≠ 0 := hg
    have h2 := mul_pos h1 (pow_pos (abs_pos.2 hg0) 2)
    rwa [sq_abs, div_mul_cancel₀ _ (pow_ne_zero 2 hg0)] at h2
  · intro h
    have hL := div_neg_of_neg_of_pos (sub_neg.2 ((div_lt_div_iff₀ hw hv).2 h)) hd
    filter_upwards [hlim.eventually (gt_mem_nhds hL), self_mem_nhdsWithin] with g h1 hg
    have hg0 : g ≠ 0 := hg
    have h2 := mul_neg_of_neg_of_pos h1 (pow_pos (abs_pos.2 hg0) 2)
    rwa [sq_abs, div_mul_cancel₀ _ (pow_ne_zero 2 hg0)] at h2

/-- For `0 < v < w` and any fixed number `m` of quanta in the lower mode, every sufficiently
high excitation of the upper mode gives a positive shift at weak nonzero coupling. -/
theorem repulsive_when_highly_excited (hv : 0 < v) (hvw : v < w) (m : ℕ) :
    ∃ N : ℕ, ∀ n ≥ N, ∀ᶠ g in 𝓝[≠] 0, 0 < levelShift w v n m g := by
  obtain ⟨N, hN⟩ := exists_nat_gt ((2 * (m : ℝ) + 1) * w / v)
  refine ⟨N, fun n hn => (sign_of_dispersion hv hvw n m).1 ?_⟩
  have hn' : (N : ℝ) ≤ n := by exact_mod_cast hn
  have h1 : (2 * (m : ℝ) + 1) * w < N * v := (div_lt_iff₀ hv).1 hN
  have h2 : (N : ℝ) * v ≤ (2 * n + 1) * v :=
    mul_le_mul_of_nonneg_right (by linarith [Nat.cast_nonneg (α := ℝ) n]) hv.le
  exact h1.trans_le h2

end

end ExcitedStateDispersion
```

```lean
#print axioms ExcitedStateDispersion.secular_determinant
#print axioms ExcitedStateDispersion.modes_pos_and_ordered
#print axioms ExcitedStateDispersion.ground_state_london
#print axioms ExcitedStateDispersion.repulsive_when_highly_excited
```

```
'ExcitedStateDispersion.secular_determinant' depends on axioms: [propext, Classical.choice, Quot.sound]
'ExcitedStateDispersion.modes_pos_and_ordered' depends on axioms: [propext, Classical.choice, Quot.sound]
'ExcitedStateDispersion.ground_state_london' depends on axioms: [propext, Classical.choice, Quot.sound]
'ExcitedStateDispersion.repulsive_when_highly_excited' depends on axioms: [propext, Classical.choice, Quot.sound]
```

## From squared frequencies to limits in Lean

`upperMode_sq` and `lowerMode_sq` remove the outer square roots. The first needs only that `gap` is nonnegative. The second needs $s\le w^2+v^2$, which follows from $g^2\le w^2v^2$. In `secular_determinant` the $2\times2$ determinant is expanded, and the identity $s^2=D^2+4g^2$, multiplied by $1/4$, accounts for the product of the roots. `modes_pos_and_ordered` proves $0<s<w^2+v^2$ and uses the monotonicity of the square root.

`upperMode_shift` follows the rationalisation above:

- `h0` and `h1` evaluate $s$ and $W_+$ at $g=0$, and `hpos` shows that the denominator $(s+D)(W_++w)$ is positive for every $g$.
- `hc` proves that $2/((s+D)(W_++w))$ is continuous in $g$, and `hval` computes its value at zero as $1/(2wD)$.
- `congr'` transfers this limit to the original quotient, since the two expressions agree for $g\neq0$. The final `linear_combination` checks that agreement from the formulas for $W_+^2$ and $s^2$.

`lowerMode_shift` has the same structure with one additional ingredient. The formula for $W_-^2$ requires a stable lower mode, so `hE` shows that the couplings with $g^2<w^2v^2$ form a neighbourhood of zero, and the two quotients are compared only there.

`dispersion_coefficient` multiplies the two limits by $n+\tfrac12$ and $m+\tfrac12$ and adds them. In `hval`, `generalize` replaces $w^2-v^2$ by a single symbol `D`, after which `ring` can match the two forms of the coefficient. `ground_state_london` sets both quantum numbers to zero and clears denominators, after which `ring` checks the remaining polynomial identity.

In `sign_of_dispersion`, the assumed inequality fixes the sign of the limit. A function with a positive limit is eventually positive, and one with a negative limit is eventually negative. Multiplying the quotient by $g^2>0$ gives the sign of the shift.

For `repulsive_when_highly_excited`, `exists_nat_gt` supplies a natural number $N>(2m+1)w/v$. Every $n\ge N$ then satisfies $(2m+1)w<Nv\le(2n+1)v$, which is the condition for a positive shift.
